# For orthonormal orbitals, the ΔSCF pole strength is a Gram determinant and at most one

Q: Remove an electron from a molecule, let the ion's orbitals relax, and the ΔSCF pole strength is the squared norm of the Dyson orbital. For a molecule with N electrons, that orbital is √N times an overlap of two normalised many-electron wavefunctions over all coordinates but one. Your Lean file contains no many-electron wavefunctions. What have you put in their place?

A: Their orbitals. The ion is a determinant of φ_0, …, φ_{n−1}, the neutral molecule a determinant of ψ_0, …, ψ_n. All are spin orbitals in a complex inner-product space `E`, which may be infinite-dimensional.

```lean
import Mathlib

open Matrix
open scoped ComplexOrder

namespace DysonPoleStrength

noncomputable section

variable {n : ℕ} {E : Type*} [NormedAddCommGroup E] [InnerProductSpace ℂ E]
```

The two sets meet only through their overlaps M_ij = ⟨φ_i, ψ_j⟩, with the inner product conjugate-linear in its first argument.

```lean
/-- The matrix of orbital overlaps `⟨φ i, ψ j⟩`. -/
def overlap {m k : ℕ} (φ : Fin m → E) (ψ : Fin k → E) : Matrix (Fin m) (Fin k) ℂ :=
  Matrix.of fun i j => inner ℂ (φ i) (ψ j)
```

Q: And the Dyson orbital itself?

A: It is a combination of neutral orbitals. Its coefficients are the signed determinants left when one column of M is deleted:

d_j = (−1)^j det(M without column j)

g = Σ_j d_j ψ_j

In Lean, `j.succAbove` skips the index j, so `M.submatrix id j.succAbove` is M without that column.

```lean
/-- The Dyson coefficient: the signed determinant of the overlaps with column `j` removed. -/
def dysonCoeff (M : Matrix (Fin n) (Fin (n + 1)) ℂ) (j : Fin (n + 1)) : ℂ :=
  (-1) ^ (j : ℕ) * (M.submatrix id j.succAbove).det

/-- The Dyson orbital between the determinant of the `n` ion orbitals `φ` and the determinant
of the `n + 1` neutral orbitals `ψ`, expanded in the neutral orbitals. -/
def dysonOrbital (φ : Fin n → E) (ψ : Fin (n + 1) → E) : E :=
  ∑ j, dysonCoeff (overlap φ ψ) j • ψ j
```

Q: You have defined the answer. How do I know that g is the overlap I asked about?

A: By testing it against an arbitrary orbital χ. The Dyson orbital should satisfy

⟨χ, g⟩ = ⟨χ φ_0 … φ_{n−1} | ψ_0 … ψ_n⟩,

where both sides of the bracket are Slater determinants. Their overlap is the determinant of the matrix of orbital overlaps, and that matrix is M with the row ⟨χ, ψ_j⟩ placed on top. So consider M with any row v on top; call it B.

```lean
/-- The square matrix obtained by placing the row `v` on top of `M`. -/
def border (v : Fin (n + 1) → ℂ) (M : Matrix (Fin n) (Fin (n + 1)) ℂ) :
    Matrix (Fin (n + 1)) (Fin (n + 1)) ℂ :=
  Matrix.of fun i j => Fin.cons (α := fun _ => ℂ) (v j) (fun k => M k j) i
```

The next lemma records that v contracted with its conjugate is |v|² = Σ_j |v_j|².

```lean
/-- The product of a complex vector with its conjugate is the sum of its squared moduli. -/
theorem dot_star {k : ℕ} (v : Fin k → ℂ) :
    v ⬝ᵥ star v = ((∑ j, ‖v j‖ ^ 2 : ℝ) : ℂ) := by
  unfold dotProduct
  push_cast
  refine Finset.sum_congr rfl fun j _ => ?_
  exact Complex.mul_conj' (v j)
```

Expanding det B along its top row, numbered 0, gives

det B = Σ_j v_j (−1)^j det(M without column j) = Σ_j v_j d_j.

In Lean this is `Matrix.det_succ_row_zero`, followed by identifying each minor of B with a minor of M.

```lean
/-- The determinant of the bordered matrix is the added row contracted with the Dyson
coefficients. -/
theorem det_border (v : Fin (n + 1) → ℂ) (M : Matrix (Fin n) (Fin (n + 1)) ℂ) :
    (border v M).det = v ⬝ᵥ dysonCoeff M := by
  rw [Matrix.det_succ_row_zero]
  unfold dotProduct
  refine Finset.sum_congr rfl fun j _ => ?_
  have h : (border v M).submatrix Fin.succ j.succAbove = M.submatrix id j.succAbove := by
    ext a b
    simp [border]
  have h0 : border v M 0 j = v j := by simp [border]
  rw [h, h0, dysonCoeff]
  ring
```

Q: With v_j = ⟨χ, ψ_j⟩ that is ⟨χ, g⟩, I agree. Now, why should the sum of |d_j|² be det(M M†)?

A: First suppose v is orthogonal to every row of M, so that Σ_j M_ij conj(v_j) = 0 for all i. Then B B† is block diagonal, with |v|² in the corner and M M† below it. Taking determinants,

|det B|² = |v|² det(M M†).

The proof computes the corner, the vanishing rest of the top row and the lower block, then expands along that row.

```lean
/-- If the added row is orthogonal to all rows of `M`, the squared modulus of the bordered
determinant is the squared length of that row times the Gram determinant of `M`. -/
theorem border_gram (v : Fin (n + 1) → ℂ) (M : Matrix (Fin n) (Fin (n + 1)) ℂ)
    (h : M *ᵥ star v = 0) :
    (border v M).det * star (border v M).det = (v ⬝ᵥ star v) * (M * Mᴴ).det := by
  have h0 : ∀ i : Fin n, (border v M * (border v M)ᴴ) 0 i.succ = 0 := by
    intro i
    have hi : ∑ j, M i j * star (v j) = 0 := congrFun h i
    calc (border v M * (border v M)ᴴ) 0 i.succ = ∑ j, v j * star (M i j) := by
          simp [border, Matrix.mul_apply]
      _ = star (∑ j, M i j * star (v j)) := by
          rw [star_sum]
          refine Finset.sum_congr rfl fun j _ => ?_
          rw [star_mul, star_star]
      _ = 0 := by rw [hi, star_zero]
  have h00 : (border v M * (border v M)ᴴ) 0 0 = v ⬝ᵥ star v := by
    simp [border, Matrix.mul_apply, dotProduct]
  have hs : (border v M * (border v M)ᴴ).submatrix Fin.succ (Fin.succAbove 0) = M * Mᴴ := by
    ext i j
    simp [border, Matrix.mul_apply]
  -- only the corner entry survives in the expansion along the first row
  rw [← Matrix.det_conjTranspose, ← Matrix.det_mul, Matrix.det_succ_row_zero,
    Fin.sum_univ_succ, hs, h00]
  simp [h0]
```

Q: Which v do you choose?

A: The conjugate of d. It qualifies because putting row i of M on top of M repeats a row, so the determinant vanishes and Σ_j M_ij d_j = 0. With v = conj(d), det B = Σ_j |d_j|² = |d|², hence

|d|⁴ = |d|² det(M M†).

If d ≠ 0, divide by |d|².

Q: And if d = 0?

A: M has one more column than rows, so M w = 0 for some w ≠ 0. Take v = conj(w). Now det B = Σ_j v_j d_j = 0, so 0 = |w|² det(M M†), and the Gram determinant vanishes as well. The `by_cases` split follows these two cases; Lean obtains w from the singular matrix with a zero row on top. Despite its name, `cauchy_binet` treats only the product of an n × (n+1) matrix with its own conjugate transpose, not a product of two different matrices.

```lean
/-- The squared moduli of the determinants with one column removed add up to the Gram determinant
(the special case of the Cauchy-Binet formula for a matrix with one surplus column times its own
conjugate transpose). -/
theorem cauchy_binet (M : Matrix (Fin n) (Fin (n + 1)) ℂ) :
    ((∑ j : Fin (n + 1), ‖(M.submatrix id j.succAbove).det‖ ^ 2 : ℝ) : ℂ)
      = (M * Mᴴ).det := by
  have hz : ∀ v : Fin (n + 1) → ℂ, v ⬝ᵥ star v = 0 → v = 0 := by
    intro v hv
    rw [dot_star, Complex.ofReal_eq_zero,
      Finset.sum_eq_zero_iff_of_nonneg (fun j _ => sq_nonneg ‖v j‖)] at hv
    funext j
    exact norm_eq_zero.1 (pow_eq_zero_iff two_ne_zero |>.1 (hv j (Finset.mem_univ j)))
  have hS : dysonCoeff M ⬝ᵥ star (dysonCoeff M)
      = ((∑ j : Fin (n + 1), ‖(M.submatrix id j.succAbove).det‖ ^ 2 : ℝ) : ℂ) := by
    rw [dot_star]
    simp [dysonCoeff]
  by_cases h : dysonCoeff M = 0
  · -- a non-zero kernel vector of `M` shows that the Gram determinant vanishes too
    obtain ⟨w, hw, hBw⟩ := Matrix.exists_mulVec_eq_zero_iff.2
      (show (border 0 M).det = 0 by rw [det_border, zero_dotProduct])
    have hMw : M *ᵥ star (star w) = 0 := by
      rw [star_star]
      funext i
      simpa [border, Matrix.mulVec, dotProduct] using congrFun hBw i.succ
    have h2 := border_gram (star w) M hMw
    rw [det_border, h, dotProduct_zero, zero_mul] at h2
    have hne : star w ⬝ᵥ star (star w) ≠ 0 := fun h3 => hw (star_eq_zero.1 (hz _ h3))
    rw [← hS, h, zero_dotProduct]
    exact ((mul_eq_zero.1 h2.symm).resolve_left hne).symm
  · -- the Dyson coefficients are themselves annihilated by `M`: a row would occur twice
    have hMd : M *ᵥ star (star (dysonCoeff M)) = 0 := by
      rw [star_star]
      funext i
      have hrow : (border (M i) M).det = 0 :=
        Matrix.det_zero_of_row_eq (Fin.succ_ne_zero i).symm (by funext j; simp [border])
      exact (det_border (M i) M).symm.trans hrow
    have h1 := border_gram (star (dysonCoeff M)) M hMd
    rw [det_border, star_star, dotProduct_comm (star (dysonCoeff M)) (dysonCoeff M), hS,
      Complex.star_def, Complex.conj_ofReal] at h1
    exact mul_left_cancel₀ (fun h3 => h (hz _ (hS.trans h3))) h1
```

Q: A sum of n+1 squared determinants could still exceed one. What stops it?

A: The eigenvalues λ of M M† are non-negative, and λ ≤ exp(λ − 1) for every real λ. Multiply these inequalities and use the trace:

det(M M†) ≤ exp(Σ_i (Σ_j |M_ij|² − 1)).

In Lean, `Real.add_one_le_exp` supplies the scalar inequality and `Finset.prod_le_prod` multiplies it up.

```lean
/-- The Gram determinant is bounded by the exponential of the total excess of the squared
row lengths over one. -/
theorem gram_det_le {k : ℕ} (M : Matrix (Fin n) (Fin k) ℂ) :
    (M * Mᴴ).det.re ≤ Real.exp (∑ i, ((∑ j, ‖M i j‖ ^ 2) - 1)) := by
  have hA : (M * Mᴴ).PosSemidef := Matrix.posSemidef_self_mul_conjTranspose M
  have hdet : (M * Mᴴ).det = ((∏ i, hA.1.eigenvalues i : ℝ) : ℂ) := by
    push_cast
    exact hA.1.det_eq_prod_eigenvalues
  have ht : (M * Mᴴ).trace = ((∑ i, ∑ j, ‖M i j‖ ^ 2 : ℝ) : ℂ) := by
    rw [Complex.ofReal_sum]
    unfold Matrix.trace
    refine Finset.sum_congr rfl fun i _ => ?_
    exact dot_star (M i)
  have htr : ∑ i, hA.1.eigenvalues i = ∑ i, ∑ j, ‖M i j‖ ^ 2 := by
    apply Complex.ofReal_injective
    rw [← ht, Complex.ofReal_sum]
    exact hA.1.trace_eq_sum_eigenvalues.symm
  rw [hdet, Complex.ofReal_re, Finset.sum_sub_distrib, ← htr, ← Finset.sum_sub_distrib,
    Real.exp_sum]
  -- each eigenvalue obeys `x ≤ exp (x - 1)`
  exact Finset.prod_le_prod (fun i _ => hA.eigenvalues_nonneg i)
    (fun i _ => by linarith [Real.add_one_le_exp (hA.1.eigenvalues i - 1)])
```

It remains to bound the row lengths. Orthonormality of the ψ_j removes the cross terms in the norm of a combination:

‖Σ_j c_j ψ_j‖² = Σ_j |c_j|².

```lean
/-- The squared norm of a combination of orthonormal orbitals is the sum of the squared moduli
of its coefficients. -/
theorem norm_sum_sq {k : ℕ} {ψ : Fin k → E} (hψ : Orthonormal ℂ ψ) (c : Fin k → ℂ) :
    ‖∑ j, c j • ψ j‖ ^ 2 = ∑ j, ‖c j‖ ^ 2 := by
  apply Complex.ofReal_injective
  push_cast
  have h := inner_self_eq_norm_sq_to_K (𝕜 := ℂ) (∑ j, c j • ψ j)
  rw [hψ.inner_sum c c Finset.univ] at h
  refine h.symm.trans (Finset.sum_congr rfl fun j _ => ?_)
  exact Complex.conj_mul' (c j)
```

Let r_i = φ_i − Σ_j ⟨ψ_j, φ_i⟩ ψ_j be the part of φ_i outside the neutral orbitals' span. Expanding the square, the cross terms contribute −2 Σ_j |M_ij|² and the projection contributes + Σ_j |M_ij|², so

‖r_i‖² = ‖φ_i‖² − Σ_j |M_ij|².

For normalised φ_i, the left side being non-negative gives Σ_j |M_ij|² ≤ 1. The exponent above is then at most zero.

```lean
/-- The part of an orbital outside the span of orthonormal orbitals has as squared norm what
the squared overlaps leave over. -/
theorem residual_sq {k : ℕ} {ψ : Fin k → E} (hψ : Orthonormal ℂ ψ) (x : E) :
    ‖x - ∑ j, inner ℂ (ψ j) x • ψ j‖ ^ 2 = ‖x‖ ^ 2 - ∑ j, ‖inner ℂ x (ψ j)‖ ^ 2 := by
  have hin : inner ℂ x (∑ j, inner ℂ (ψ j) x • ψ j)
      = ((∑ j, ‖inner ℂ x (ψ j)‖ ^ 2 : ℝ) : ℂ) := by
    rw [inner_sum]
    push_cast
    refine Finset.sum_congr rfl fun j _ => ?_
    rw [inner_smul_right, ← inner_conj_symm (ψ j) x]
    exact Complex.conj_mul' _
  have hc : ∑ j, ‖inner ℂ (ψ j) x‖ ^ 2 = ∑ j, ‖inner ℂ x (ψ j)‖ ^ 2 :=
    Finset.sum_congr rfl fun j _ => by rw [norm_inner_symm]
  have hre : RCLike.re ((∑ j, ‖inner ℂ x (ψ j)‖ ^ 2 : ℝ) : ℂ)
      = ∑ j, ‖inner ℂ x (ψ j)‖ ^ 2 := Complex.ofReal_re _
  have h := norm_sub_sq (𝕜 := ℂ) x (∑ j, inner ℂ (ψ j) x • ψ j)
  rw [hin, hre, norm_sum_sq hψ, hc] at h
  linarith
```

Q: Before the final statement, I want the test against χ in Lean.

A: Here it is, for every χ and with no orthonormality assumed. `Fin.cons χ φ` is the list χ, φ_0, …, φ_{n−1}; the proof recognises its overlap matrix as a bordered one and applies the top-row expansion.

```lean
/-- The overlap of any orbital `χ` with the Dyson orbital is the determinant of overlaps between the
ion orbitals, with `χ` put in front of them, and the neutral orbitals. -/
theorem inner_dysonOrbital (χ : E) (φ : Fin n → E) (ψ : Fin (n + 1) → E) :
    inner ℂ χ (dysonOrbital φ ψ) = (overlap (Fin.cons χ φ : Fin (n + 1) → E) ψ).det := by
  have h : overlap (Fin.cons χ φ : Fin (n + 1) → E) ψ
      = border (fun j => inner ℂ χ (ψ j)) (overlap φ ψ) := by
    ext i j
    refine Fin.cases ?_ (fun k => ?_) i <;> simp [overlap, border]
  rw [h, det_border, dysonOrbital, inner_sum]
  unfold dotProduct
  refine Finset.sum_congr rfl fun j _ => ?_
  rw [inner_smul_right, mul_comm]
```

Two facts are taken from many-electron theory and not proved here: that the Dyson orbital, with its factor √(n+1), satisfies the test against every χ, and that the overlap of two Slater determinants is the determinant of their orbital overlaps.

Q: So what does the main theorem say in words?

A: If each φ_i has norm one and the ψ_j are orthonormal, then

‖g‖² = Σ_j |det(M without column j)|² = det(M M†) ≤ 1.

The middle equality is stated in ℂ, because Lean's determinant of a complex matrix is complex; it therefore also says that this determinant is real. The proof joins the norm formula, `cauchy_binet` and the exponential bound.

```lean
/-- For normalised ion orbitals and orthonormal neutral orbitals, the squared norm of the Dyson
orbital is the sum of the squared determinants with one column removed, equals the Gram determinant
of the overlaps, and is at most one. -/
theorem pole_strength {φ : Fin n → E} {ψ : Fin (n + 1) → E}
    (hφ : ∀ i, ‖φ i‖ = 1) (hψ : Orthonormal ℂ ψ) :
    ‖dysonOrbital φ ψ‖ ^ 2
        = ∑ j : Fin (n + 1), ‖((overlap φ ψ).submatrix id j.succAbove).det‖ ^ 2 ∧
      ((‖dysonOrbital φ ψ‖ ^ 2 : ℝ) : ℂ) = (overlap φ ψ * (overlap φ ψ)ᴴ).det ∧
      ‖dysonOrbital φ ψ‖ ^ 2 ≤ 1 := by
  have h1 : ‖dysonOrbital φ ψ‖ ^ 2
      = ∑ j : Fin (n + 1), ‖((overlap φ ψ).submatrix id j.succAbove).det‖ ^ 2 := by
    rw [dysonOrbital, norm_sum_sq hψ]
    refine Finset.sum_congr rfl fun j _ => ?_
    simp [dysonCoeff]
  have h2 : ((‖dysonOrbital φ ψ‖ ^ 2 : ℝ) : ℂ) = (overlap φ ψ * (overlap φ ψ)ᴴ).det := by
    rw [h1]
    exact cauchy_binet _
  refine ⟨h1, h2, ?_⟩
  have h3 := gram_det_le (overlap φ ψ)
  rw [← h2, Complex.ofReal_re] at h3
  refine h3.trans (Real.exp_le_one_iff.2 (Finset.sum_nonpos fun i _ => ?_))
  -- Bessel's inequality for the ion orbital `φ i`
  change (∑ j, ‖inner ℂ (φ i) (ψ j)‖ ^ 2) - 1 ≤ 0
  have hr := residual_sq hψ (φ i)
  rw [hφ i] at hr
  linarith [sq_nonneg ‖φ i - ∑ j, inner ℂ (ψ j) (φ i) • ψ j‖]
```

Q: You assume the φ_i normalised, but not orthogonal. Is ‖g‖² still a pole strength?

A: For orthonormal φ_i it is. Otherwise the ion determinant has squared norm det S, with S_ik = ⟨φ_i, φ_k⟩, and for linearly independent φ_i the pole strength of the normalised ion state is ‖g‖² / det S. ΔSCF orbitals within one determinant are normally orthonormal, so there the two agree.

Q: When does relaxation leave the pole strength at one?

A: For orthonormal φ_i, exactly when every φ_i lies in the span of the occupied neutral orbitals ψ_0, …, ψ_n. If ‖g‖² = 1, the bound reads 1 ≤ exp(−Σ_i ‖r_i‖²), so every r_i is zero. Conversely, if the φ_i lie in the span, inserting the projector onto it changes nothing:

(M M†)_ik = Σ_j ⟨φ_i, ψ_j⟩⟨ψ_j, φ_k⟩ = ⟨φ_i, φ_k⟩ = δ_ik,

and the determinant is one. Mixing among the occupied neutral orbitals therefore costs no pole strength, while an ion orbital with any component outside their span brings the pole strength below one. The two directions of the Lean proof are these two arguments.

```lean
/-- For orthonormal ion orbitals and orthonormal neutral orbitals, the pole strength is one
exactly when every ion orbital lies in the span of the neutral orbitals. -/
theorem pole_strength_eq_one_iff {φ : Fin n → E} {ψ : Fin (n + 1) → E}
    (hφ : Orthonormal ℂ φ) (hψ : Orthonormal ℂ ψ) :
    ‖dysonOrbital φ ψ‖ ^ 2 = 1 ↔ ∀ i, φ i ∈ Submodule.span ℂ (Set.range ψ) := by
  obtain ⟨-, h2, -⟩ := pole_strength hφ.1 hψ
  constructor
  · intro h i
    have hr : ∀ i, ‖φ i - ∑ j, inner ℂ (ψ j) (φ i) • ψ j‖ ^ 2
        = 1 - ∑ j, ‖overlap φ ψ i j‖ ^ 2 := by
      intro i
      have := residual_sq hψ (φ i)
      rw [hφ.1 i, one_pow] at this
      exact this
    have h3 := gram_det_le (overlap φ ψ)
    rw [← h2, Complex.ofReal_re, h] at h3
    have hnn : 0 ≤ ∑ i, ((∑ j, ‖overlap φ ψ i j‖ ^ 2) - 1) := by
      by_contra hl
      exact absurd h3 (not_le_of_gt (Real.exp_lt_one_iff.2 (not_le.1 hl)))
    have hle : ∀ i ∈ Finset.univ, (∑ j, ‖overlap φ ψ i j‖ ^ 2) - 1 ≤ 0 := fun i _ => by
      linarith [hr i, sq_nonneg ‖φ i - ∑ j, inner ℂ (ψ j) (φ i) • ψ j‖]
    -- no ion orbital can lose any weight
    have h4 := (Finset.sum_eq_zero_iff_of_nonpos hle).1
      (le_antisymm (Finset.sum_nonpos hle) hnn) i (Finset.mem_univ i)
    have h5 : ‖φ i - ∑ j, inner ℂ (ψ j) (φ i) • ψ j‖ ^ 2 = 0 := by linarith [hr i]
    have h6 := sub_eq_zero.1 (norm_eq_zero.1 ((pow_eq_zero_iff two_ne_zero).1 h5))
    rw [h6]
    exact Submodule.sum_mem _ fun j _ =>
      Submodule.smul_mem _ _ (Submodule.subset_span ⟨j, rfl⟩)
  · intro h
    have hone : overlap φ ψ * (overlap φ ψ)ᴴ = 1 := by
      ext i k
      obtain ⟨c, hc⟩ := (Submodule.mem_span_range_iff_exists_fun ℂ).1 (h k)
      have hcj : ∀ j, star (inner ℂ (φ k) (ψ j)) = c j := fun j => by
        rw [← hψ.inner_right_fintype c j, hc]
        exact inner_conj_symm (ψ j) (φ k)
      calc (overlap φ ψ * (overlap φ ψ)ᴴ) i k
          = ∑ j, inner ℂ (φ i) (ψ j) * star (inner ℂ (φ k) (ψ j)) := by
            rw [Matrix.mul_apply]
            rfl
        _ = inner ℂ (φ i) (φ k) := by
            rw [← hc, inner_sum]
            refine Finset.sum_congr rfl fun j _ => ?_
            rw [hc, hcj, inner_smul_right, mul_comm]
        _ = (1 : Matrix (Fin n) (Fin n) ℂ) i k := by
            rw [orthonormal_iff_ite.1 hφ i k, Matrix.one_apply]
    rw [hone, Matrix.det_one] at h2
    exact_mod_cast h2

end

end DysonPoleStrength
```

Q: Where would I meet this number?

A: As the weight of an ionisation pole in the one-particle Green's function, when the neutral and ionic states are each approximated by a single determinant. Correlated states are not single determinants, and the theorems say nothing about them. Nor do they require the orbitals to solve any self-consistent-field equations.

```lean
#print axioms DysonPoleStrength.inner_dysonOrbital
#print axioms DysonPoleStrength.pole_strength_eq_one_iff
```

```
'DysonPoleStrength.inner_dysonOrbital' depends on axioms: [propext, Classical.choice, Quot.sound]
'DysonPoleStrength.pole_strength_eq_one_iff' depends on axioms: [propext, Classical.choice, Quot.sound]
```
